# Gaussian kernels on distinct descriptors fit any finite set of energies exactly

Take two descriptors a distance d apart, and let k = exp(−γd²) with γ > 0. Their kernel matrix has diagonal entries 1 and off-diagonal entries k, so its quadratic form is

c₁² + c₂² + 2k c₁c₂ = (1 − k)(c₁² + c₂²) + k(c₁ + c₂)².

If d > 0, then k < 1 and the form is positive for every c ≠ 0. The matrix is therefore invertible, and any two energies can be fitted. If d = 0, the choice c = (1, −1) gives zero. The problems below extend this to any finite number of descriptors.

```lean
import Mathlib

open MeasureTheory Matrix

namespace GaussianKernelInterpolation

noncomputable section
```

A descriptor is a vector in ℝⁿ with the Euclidean norm.

```lean
/-- The space of descriptors with `n` real components and the Euclidean norm. -/
abbrev Descriptor (n : ℕ) := EuclideanSpace ℝ (Fin n)
```

The parameter γ sets the inverse squared length over which two descriptors count as similar.

```lean
variable {n : ℕ} {ι : Type*}

/-- The Gaussian kernel `exp(-γ ‖x - y‖²)` between two descriptors. -/
def gaussianKernel (γ : ℝ) (x y : Descriptor n) : ℝ :=
  Real.exp (-γ * ‖x - y‖ ^ 2)
```

The finite type `ι` labels the training data, and `X a` is the descriptor x_a. The kernel matrix K has entries K_ab = exp(−γ‖x_a − x_b‖²).

```lean
/-- The matrix of Gaussian kernel values between all pairs of training descriptors. -/
def kernelMatrix (γ : ℝ) (X : ι → Descriptor n) : Matrix ι ι ℝ :=
  Matrix.of fun a b => gaussianKernel γ (X a) (X b)
```

The predicted energy at z is f(z) = Σ_j α_j exp(−γ‖z − x_j‖²), with one total energy per descriptor. Forces and sums of atomic energies are not modelled.

```lean
variable [Fintype ι]

/-- The energy predicted at the descriptor `z` by a kernel model with coefficients `α`. -/
def model (γ : ℝ) (X : ι → Descriptor n) (α : ι → ℝ) (z : Descriptor n) : ℝ :=
  ∑ j, α j * gaussianKernel γ z (X j)
```

## (a) Overlap of two Gaussians

For γ > 0, show that

∫ exp(−2γ‖z − x‖²) exp(−2γ‖z − y‖²) dz = (π/(4γ))^(n/2) exp(−γ‖x − y‖²).

**Solution.** Let m = (x + y)/2. The parallelogram law gives

‖z − x‖² + ‖z − y‖² = 2‖z − m‖² + ½‖x − y‖².

Multiplied by −2γ, this splits the integrand into exp(−4γ‖z − m‖²) and the constant exp(−γ‖x − y‖²). Shifting z by m leaves the standard Gaussian integral. In the code, `hpoint` is the splitting and `hI` the integral.

```lean
/-- The overlap integral of two Gaussians of exponent `2γ` is a constant times the Gaussian
kernel of exponent `γ` between their centres. -/
theorem gaussian_overlap {γ : ℝ} (hγ : 0 < γ) (x y : Descriptor n) :
    ∫ z, gaussianKernel (2 * γ) z x * gaussianKernel (2 * γ) z y =
      (Real.pi / (4 * γ)) ^ ((n : ℝ) / 2) * gaussianKernel γ x y := by
  -- the product of two Gaussians is a Gaussian about the midpoint
  have hpoint : ∀ z : Descriptor n,
      gaussianKernel (2 * γ) z x * gaussianKernel (2 * γ) z y =
        Real.exp (-(4 * γ) * ‖z - (1 / 2 : ℝ) • (x + y)‖ ^ 2) * gaussianKernel γ x y := by
    intro z
    have h := parallelogram_law_with_norm ℝ (z - x) (z - y)
    have h1 : (z - x) + (z - y) = (2 : ℝ) • (z - (1 / 2 : ℝ) • (x + y)) := by module
    have h2 : (z - x) - (z - y) = y - x := by abel
    rw [h1, h2, norm_smul, norm_sub_rev y x, show ‖(2 : ℝ)‖ = 2 by norm_num] at h
    unfold gaussianKernel
    rw [← Real.exp_add, ← Real.exp_add]
    congr 1
    linear_combination γ * h
  have hI : ∫ z : Descriptor n, Real.exp (-(4 * γ) * ‖z - (1 / 2 : ℝ) • (x + y)‖ ^ 2) =
      (Real.pi / (4 * γ)) ^ ((n : ℝ) / 2) := by
    refine (integral_sub_right_eq_self (μ := volume)
      (fun z : Descriptor n => Real.exp (-(4 * γ) * ‖z‖ ^ 2)) _).trans ?_
    rw [GaussianFourier.integral_rexp_neg_mul_sq_norm (by positivity),
      finrank_euclideanSpace_fin]
  simp_rw [hpoint]
  rw [integral_mul_const, hI]
```

## (b) The quadratic form as an integral

For γ > 0, let g(z) = Σ_a c_a exp(−2γ‖z − x_a‖²) and C = (π/(4γ))^(n/2). Show that g² is integrable and

∫ g(z)² dz = C cᵀKc.

**Solution.** Expand the square into a double sum over a and b and apply (a) to each term. Lean assigns the value zero to the integral of a non-integrable function, so `hint` reads integrability off the positive overlap in (a).

```lean
/-- The square of a Gaussian model of exponent `2γ` is integrable, and its integral is a constant
times the quadratic form of the kernel matrix of exponent `γ`. -/
theorem integral_model_sq {γ : ℝ} (hγ : 0 < γ) (X : ι → Descriptor n) (c : ι → ℝ) :
    Integrable (fun z => model (2 * γ) X c z ^ 2) ∧
      ∫ z, model (2 * γ) X c z ^ 2 =
        (Real.pi / (4 * γ)) ^ ((n : ℝ) / 2) * (c ⬝ᵥ kernelMatrix γ X *ᵥ c) := by
  -- a non-integrable overlap would have integral zero, but the overlap is positive
  have hint : ∀ a b, Integrable (fun z =>
      gaussianKernel (2 * γ) z (X a) * gaussianKernel (2 * γ) z (X b)) := by
    intro a b
    by_contra hn
    have h := gaussian_overlap hγ (X a) (X b)
    rw [integral_undef hn] at h
    have hp : 0 < (Real.pi / (4 * γ)) ^ ((n : ℝ) / 2) * gaussianKernel γ (X a) (X b) := by
      unfold gaussianKernel
      positivity
    exact hp.ne h
  have hsq : ∀ z, model (2 * γ) X c z ^ 2 = ∑ a, ∑ b, c a * c b *
      (gaussianKernel (2 * γ) z (X a) * gaussianKernel (2 * γ) z (X b)) := by
    intro z
    rw [model, sq, Finset.sum_mul_sum]
    exact Finset.sum_congr rfl fun a _ => Finset.sum_congr rfl fun b _ => by ring
  simp_rw [hsq]
  refine ⟨MeasureTheory.integrable_finsetSum _ fun a _ => MeasureTheory.integrable_finsetSum _ fun b _ =>
    (hint a b).const_mul _, ?_⟩
  rw [MeasureTheory.integral_finsetSum _ (fun a _ => MeasureTheory.integrable_finsetSum _ fun b _ =>
    (hint a b).const_mul _)]
  simp only [dotProduct, Matrix.mulVec, kernelMatrix, Matrix.of_apply, Finset.mul_sum]
  refine Finset.sum_congr rfl fun a _ => ?_
  rw [MeasureTheory.integral_finsetSum _ (fun b _ => (hint a b).const_mul _)]
  refine Finset.sum_congr rfl fun b _ => ?_
  rw [integral_const_mul, gaussian_overlap hγ]
  ring
```

## (c) Independence of Gaussians at distinct centres

For γ > 0 and distinct x_j, show that

Σ_j α_j exp(−γ‖z − x_j‖²) = 0 for all z ⇒ α = 0.

**Solution.** Expand the norm and multiply by exp(γ‖z‖²). With β_j = α_j exp(−γ‖x_j‖²) and χ_j(z) = exp(2γ x_j·z), this gives Σ_j β_j χ_j(z) = 0, which is `hs`.

The χ_j are distinct (`hχ`) and satisfy χ_j(z + w) = χ_j(z)χ_j(w). Suppose some β_j ≠ 0, and take a shortest nontrivial relation. It has at least two terms, say i and j, since no χ_j vanishes. Choose w with χ_i(w) ≠ χ_j(w), replace z by z + w, and subtract χ_i(w) times the original relation. Term i disappears and term j survives, so the relation was not shortest. Hence β = 0 and α = 0. Mathlib supplies this argument as `linearIndependent_monoidHom`.

```lean
/-- A Gaussian model on distinct descriptors that predicts zero energy everywhere has only
zero coefficients. -/
theorem coefficients_eq_zero {γ : ℝ} (hγ : 0 < γ) {X : ι → Descriptor n}
    (hX : Function.Injective X) {α : ι → ℝ} (h : ∀ z, model γ X α z = 0) : α = 0 := by
  -- exponentials of linear functions are characters of the translation group
  let χ : ι → (Multiplicative (Descriptor n) →* ℝ) := fun j =>
    { toFun := fun z => Real.exp (2 * γ * inner ℝ (X j) z.toAdd)
      map_one' := by simp
      map_mul' := fun z w => by
        rw [toAdd_mul, inner_add_right, mul_add, Real.exp_add] }
  have hχ : Function.Injective χ := by
    intro a b hab
    apply hX
    apply ext_inner_right ℝ
    intro v
    have h2 : Real.exp (2 * γ * inner ℝ (X a) v) = Real.exp (2 * γ * inner ℝ (X b) v) :=
      DFunLike.congr_fun hab (Multiplicative.ofAdd v)
    exact mul_left_cancel₀ (by positivity : 2 * γ ≠ 0) (Real.exp_injective h2)
  have hs : ∀ z : Descriptor n, ∑ j, α j * Real.exp (-γ * ‖X j‖ ^ 2) *
      Real.exp (2 * γ * inner ℝ (X j) z) = 0 := by
    intro z
    have key : ∀ j, α j * Real.exp (-γ * ‖X j‖ ^ 2) * Real.exp (2 * γ * inner ℝ (X j) z) =
        Real.exp (γ * ‖z‖ ^ 2) * (α j * gaussianKernel γ z (X j)) := by
      intro j
      have e : Real.exp (-γ * ‖X j‖ ^ 2) * Real.exp (2 * γ * inner ℝ (X j) z) =
          Real.exp (γ * ‖z‖ ^ 2) * gaussianKernel γ z (X j) := by
        unfold gaussianKernel
        rw [← Real.exp_add, ← Real.exp_add, norm_sub_sq_real, real_inner_comm z (X j)]
        congr 1
        ring
      linear_combination α j * e
    have hz := h z
    unfold model at hz
    rw [Finset.sum_congr rfl (fun j _ => key j), ← Finset.mul_sum, hz, mul_zero]
  -- distinct characters are linearly independent
  have li := (linearIndependent_monoidHom (Multiplicative (Descriptor n)) ℝ).comp χ hχ
  funext j
  have hj : α j * Real.exp (-γ * ‖X j‖ ^ 2) = 0 :=
    Fintype.linearIndependent_iff.1 li (fun j => α j * Real.exp (-γ * ‖X j‖ ^ 2))
      (by
        funext z
        rw [Finset.sum_apply]
        exact hs z.toAdd) j
  exact (mul_eq_zero.1 hj).resolve_right (Real.exp_ne_zero _)
```

## (d) Positive definiteness

For γ > 0, show that K is symmetric and

cᵀKc > 0 for all c ≠ 0 ⇔ the x_a are pairwise distinct.

**Solution.** Symmetry follows from ‖x_a − x_b‖ = ‖x_b − x_a‖. By (b), cᵀKc ≥ 0. If it is zero, the continuous function g² has zero integral and vanishes everywhere, so (c) with exponent 2γ gives c = 0. Conversely, coinciding descriptors give equal rows and det K = 0, whereas a positive definite matrix has det K > 0. Lean writes distinctness as `Function.Injective X`, and its `PosDef` combines symmetry with positivity of the form.

The condition γ > 0 matters: at γ = 0 two distinct descriptors give a matrix of ones, and c = (1, −1) makes the form zero.

```lean
/-- The Gaussian kernel matrix is strictly positive definite if and only if the descriptors are
pairwise distinct. -/
theorem kernelMatrix_posDef_iff {γ : ℝ} (hγ : 0 < γ) (X : ι → Descriptor n) :
    (kernelMatrix γ X).PosDef ↔ Function.Injective X := by
  classical
  constructor
  · -- coinciding descriptors give equal rows, hence a vanishing determinant
    intro hK a b hab
    by_contra hne
    exact hK.det_pos.ne' (Matrix.det_zero_of_row_eq hne (by
      ext j
      simp only [kernelMatrix, Matrix.of_apply, hab]))
  · intro hX
    refine Matrix.posDef_iff_dotProduct_mulVec.2 ⟨?_, fun c hc => ?_⟩
    · refine Matrix.IsHermitian.ext fun i j => ?_
      simp only [kernelMatrix, Matrix.of_apply, star_trivial, gaussianKernel]
      rw [norm_sub_rev]
    · rw [star_trivial]
      obtain ⟨hi, he⟩ := integral_model_sq hγ X c
      have hC : 0 < (Real.pi / (4 * γ)) ^ ((n : ℝ) / 2) := by positivity
      have h0 : 0 ≤ ∫ z, model (2 * γ) X c z ^ 2 := integral_nonneg fun z => sq_nonneg _
      refine pos_of_mul_pos_right (he ▸ lt_of_le_of_ne h0 fun hz => hc ?_) hC.le
      -- a continuous square with zero integral vanishes everywhere
      have hae := (integral_eq_zero_iff_of_nonneg (fun z => sq_nonneg _) hi).1 hz.symm
      have hcont : Continuous fun z => model (2 * γ) X c z ^ 2 := by
        unfold model gaussianKernel
        fun_prop
      have hfun := (hcont.ae_eq_iff_eq volume continuous_zero).1 hae
      exact coefficients_eq_zero (by positivity : 0 < 2 * γ) hX fun z =>
        pow_eq_zero_iff two_ne_zero |>.1 (congrFun hfun z)
```

## (e) Predictions at the training data

Show that

f(x_a) = (Kα)_a.

**Solution.** Set z = x_a in the definition of f; the sum is row a of K times α.

```lean
/-- The predictions at the training descriptors are the kernel matrix applied to the
coefficients. -/
theorem model_at_data (γ : ℝ) (X : ι → Descriptor n) (α : ι → ℝ) :
    (fun a => model γ X α (X a)) = kernelMatrix γ X *ᵥ α := by
  funext a
  simp only [model, Matrix.mulVec, dotProduct, kernelMatrix, Matrix.of_apply]
  exact Finset.sum_congr rfl fun j _ => mul_comm _ _
```

## (f) The coefficients

For γ > 0 and distinct descriptors, show that

f(x_a) = E_a for all a ⇔ α = K⁻¹E.

**Solution.** By (e) the left side is Kα = E. By (d) det K > 0, so multiplying by K⁻¹ or by K passes between the two sides.

```lean
/-- For `γ > 0` and distinct descriptors, a model reproduces the energies `E` exactly if and only if
its coefficients are the inverse kernel matrix applied to `E`. -/
theorem interpolates_iff [DecidableEq ι] {γ : ℝ} (hγ : 0 < γ) {X : ι → Descriptor n}
    (hX : Function.Injective X) (E α : ι → ℝ) :
    (∀ a, model γ X α (X a) = E a) ↔ α = (kernelMatrix γ X)⁻¹ *ᵥ E := by
  have hu : IsUnit (kernelMatrix γ X).det :=
    ((kernelMatrix_posDef_iff hγ X).2 hX).det_pos.ne'.isUnit
  rw [← funext_iff (f := fun a => model γ X α (X a)), model_at_data]
  constructor
  · intro h
    rw [← h, Matrix.mulVec_mulVec, Matrix.nonsing_inv_mul _ hu, Matrix.one_mulVec]
  · intro h
    rw [h, Matrix.mulVec_mulVec, Matrix.mul_nonsing_inv _ hu, Matrix.one_mulVec]
```

## (g) Existence and uniqueness

Under the same hypotheses, show that for every E exactly one α satisfies

Σ_j α_j exp(−γ‖x_a − x_j‖²) = E_a for all a.

**Solution.** By (f), K⁻¹E is a solution and every solution equals it. For the Gaussian model defined here, with one coefficient per training descriptor, an exact fit in exact arithmetic thus needs no regularisation; it implies nothing about accuracy between the data.

```lean
/-- Arbitrary energies assigned to distinct descriptors are reproduced exactly by one and only
one set of Gaussian kernel coefficients. -/
theorem exact_interpolation {γ : ℝ} (hγ : 0 < γ) {X : ι → Descriptor n}
    (hX : Function.Injective X) (E : ι → ℝ) :
    ∃! α : ι → ℝ, ∀ a, model γ X α (X a) = E a := by
  classical
  exact ⟨(kernelMatrix γ X)⁻¹ *ᵥ E, (interpolates_iff hγ hX E _).2 rfl,
    fun α h => (interpolates_iff hγ hX E α).1 h⟩
```

## (h) Distinctness is necessary

For any real γ, show that

every E can be reproduced ⇒ x_a ≠ x_b whenever a ≠ b.

**Solution.** If x_a = x_b with a ≠ b, request energy 1 at a and 0 elsewhere. Then 1 = f(x_a) = f(x_b) = 0, a contradiction. Two structures that share a descriptor cannot be given different energies.

```lean
/-- If every assignment of energies can be reproduced exactly, the descriptors are pairwise
distinct. -/
theorem distinct_of_interpolation {γ : ℝ} {X : ι → Descriptor n}
    (h : ∀ E : ι → ℝ, ∃ α : ι → ℝ, ∀ a, model γ X α (X a) = E a) :
    Function.Injective X := by
  classical
  intro a b hab
  by_contra hne
  -- ask for energy one at `a` and zero elsewhere
  obtain ⟨α, hα⟩ := h (fun i => if i = a then 1 else 0)
  have h1 := hα a
  have h2 := hα b
  rw [hab, h2] at h1
  simp [Ne.symm hne] at h1
```

## (i) The residual with a ridge term

A ridge term λ, `lam` in the code, expresses tolerance for errors in the training energies. Show that

(K + λI)α = E ⇒ E_a − f(x_a) = λα_a.

**Solution.** Row a of the equation reads (Kα)_a + λα_a = E_a, and (Kα)_a = f(x_a) by (e). The solution α is assumed here, and neither γ nor λ needs a sign.

```lean
/-- With a ridge term `lam` added to the kernel matrix, the fitted model misses each training
energy by `lam` times the corresponding coefficient. -/
theorem ridge_residual [DecidableEq ι] {γ lam : ℝ} {X : ι → Descriptor n} {E α : ι → ℝ}
    (h : (kernelMatrix γ X + lam • (1 : Matrix ι ι ℝ)) *ᵥ α = E) (a : ι) :
    E a - model γ X α (X a) = lam * α a := by
  have hm : model γ X α (X a) = (kernelMatrix γ X *ᵥ α) a := congrFun (model_at_data γ X α) a
  rw [← h, hm, Matrix.add_mulVec, Matrix.smul_mulVec, Matrix.one_mulVec]
  simp only [Pi.add_apply, Pi.smul_apply, smul_eq_mul]
  ring

end

end GaussianKernelInterpolation
```

```lean
#print axioms GaussianKernelInterpolation.exact_interpolation
#print axioms GaussianKernelInterpolation.distinct_of_interpolation
#print axioms GaussianKernelInterpolation.ridge_residual
```

```
'GaussianKernelInterpolation.exact_interpolation' depends on axioms: [propext, Classical.choice, Quot.sound]
'GaussianKernelInterpolation.distinct_of_interpolation' depends on axioms: [propext, Classical.choice, Quot.sound]
'GaussianKernelInterpolation.ridge_residual' depends on axioms: [propext, Classical.choice, Quot.sound]
```
